# A normal-ordered two-body fermion Hamiltonian determines its antisymmetrised coefficients

Two electronic-structure calculations in the same orthonormal spin orbitals may present the same Hamiltonian through different tables of numbers: a constant, one-electron integrals and two-electron integrals. If the tables disagree, the operators might still be equal on states of every particle number, because the anticommutation of fermions can hide a difference. For finitely many modes and number-conserving terms up to two-body order, the problems below show that this cannot happen when the two-body coefficients are antisymmetric in each pair of labels, and they give a family of other tables for which it does.

Let $a_p$ annihilate a fermion in mode $p$, let $a_p^\dagger$ create one, and let $\Omega$ be the vacuum. The Hamiltonian is

$$H=E+\sum_{pq}h_{pq}\,a_p^\dagger a_q+\tfrac14\sum_{pqrs}v_{pqrs}\,a_p^\dagger a_q^\dagger a_s a_r .$$

## Modes, vacuum and coefficients

The finite type `ι` labels the modes (spin orbitals, for example), and `V` is a complex inner-product space of states. It may be larger than the space generated from the vacuum.

```lean
import Mathlib

open Matrix
open scoped InnerProductSpace ComplexConjugate

namespace HamiltonianUniqueness

noncomputable section

variable {ι V : Type*} [Fintype ι] [DecidableEq ι]
  [NormedAddCommGroup V] [InnerProductSpace ℂ V]
```

The Kronecker delta $\delta_{pq}$ is `kron p q`.

```lean
/-- The Kronecker delta of two mode labels. -/
def kron {ι : Type*} [DecidableEq ι] (p q : ι) : ℂ := if p = q then 1 else 0
```

In Lean, `a p` is $a_p$ and `c p` is $a_p^\dagger$, both linear maps defined on all of `V`. The structure `IsCAR` collects what is assumed of them: adjointness, $\{a_p,a_q\}=0$, $\{a_p,a_q^\dagger\}=\delta_{pq}$, $a_p\Omega=0$ and $\|\Omega\|=1$. The deltas mean that the modes are orthonormal.

```lean
/-- Fermionic modes: annihilators `a p`, their adjoints `c p`, the canonical
anticommutation relations, and a unit vacuum `Ω` killed by every annihilator. -/
structure IsCAR {ι V : Type*} [DecidableEq ι] [NormedAddCommGroup V] [InnerProductSpace ℂ V]
    (a c : ι → Module.End ℂ V) (Ω : V) : Prop where
  adj : ∀ p x y, ⟪c p x, y⟫_ℂ = ⟪x, a p y⟫_ℂ
  anti : ∀ p q x, a p (a q x) + a q (a p x) = 0
  mixed : ∀ p q x, a p (c q x) + c q (a p x) = kron p q • x
  vac : ∀ p, a p Ω = 0
  unit : ‖Ω‖ = 1
```

The two-body coefficients are taken antisymmetric in $(p,q)$ and in $(r,s)$, as are the antisymmetrised integrals $\langle pq\|rs\rangle$. No Hermiticity is assumed.

```lean
/-- Two-body coefficients antisymmetric in the first pair and in the last pair of labels. -/
structure Antisym {ι : Type*} (v : ι → ι → ι → ι → ℂ) : Prop where
  upper : ∀ p q r s, v q p r s = -v p q r s
  lower : ∀ p q r s, v p q s r = -v p q r s
```

Normal ordering is relative to $\Omega$, with creators to the left. Ordering relative to a filled Slater determinant, and pairing terms such as $a_pa_q$, are not covered.

```lean
/-- The normal-ordered Hamiltonian `E + Σ h_pq a_p†a_q + ¼ Σ v_pqrs a_p†a_q†a_s a_r`. -/
def hamiltonian (a c : ι → Module.End ℂ V) (E : ℂ) (h : ι → ι → ℂ)
    (v : ι → ι → ι → ι → ℂ) : Module.End ℂ V :=
  E • 1 + ∑ p, ∑ q, h p q • (c p * a q)
    + (1 / 4 : ℂ) • ∑ p, ∑ q, ∑ r, ∑ s, v p q r s • (c p * c q * a s * a r)
```

## (a) The Hamiltonian acting on a state

Show that for every state $x$

$$Hx=Ex+\sum_{pq}h_{pq}\,a_p^\dagger a_qx+\tfrac14\sum_{pqrs}v_{pqrs}\,a_p^\dagger a_q^\dagger a_sa_rx .$$

Sums and multiples of operators act term by term, and a product acts from right to left. The Lean proof unfolds the definition with these rules.

```lean
variable {a c : ι → Module.End ℂ V} {Ω : V} {E : ℂ} {h : ι → ι → ℂ}
  {v : ι → ι → ι → ι → ℂ}

omit [DecidableEq ι] in
/-- The action of the Hamiltonian on a state, term by term. -/
theorem hamiltonian_apply (x : V) : hamiltonian a c E h v x =
    E • x + ∑ p, ∑ q, h p q • c p (a q x)
      + (1 / 4 : ℂ) • ∑ p, ∑ q, ∑ r, ∑ s, v p q r s • c p (c q (a s (a r x))) := by
  simp only [hamiltonian, LinearMap.add_apply, LinearMap.smul_apply, LinearMap.sum_apply,
    Module.End.mul_apply, Module.End.one_apply]
```

## (b) Removing one particle

Show that $a_pa_q^\dagger\Omega=\delta_{pq}\Omega$.

The mixed anticommutator gives $a_pa_q^\dagger\Omega=\delta_{pq}\Omega-a_q^\dagger a_p\Omega$, and the last term vanishes because $a_p\Omega=0$. In Lean, `C.mixed` supplies the anticommutator and `C.vac` removes that term.

```lean
omit [Fintype ι] in
/-- Removing a particle from a one-particle state gives the vacuum if the modes agree,
and zero otherwise. -/
theorem IsCAR.single (C : IsCAR a c Ω) (p q : ι) : a p (c q Ω) = kron p q • Ω := by
  have := C.mixed p q Ω
  rwa [C.vac, map_zero, add_zero] at this
```

## (c) Removing two particles

Show that

$$a_sa_ra_k^\dagger a_l^\dagger\Omega=(\delta_{rk}\delta_{sl}-\delta_{rl}\delta_{sk})\,\Omega .$$

Move $a_r$ past $a_k^\dagger$ and use (b):

$$a_ra_k^\dagger a_l^\dagger\Omega=\delta_{rk}a_l^\dagger\Omega-a_k^\dagger a_ra_l^\dagger\Omega=\delta_{rk}a_l^\dagger\Omega-\delta_{rl}a_k^\dagger\Omega .$$

Applying $a_s$ and using (b) twice more gives the result. The intermediate equation is `h1` in the proof.

```lean
omit [Fintype ι] in
/-- Removing two particles from a two-particle state gives the vacuum times an
antisymmetrized product of Kronecker deltas. -/
theorem IsCAR.pair (C : IsCAR a c Ω) (s r k l : ι) : a s (a r (c k (c l Ω))) =
    (kron r k * kron s l - kron r l * kron s k) • Ω := by
  have h1 : a r (c k (c l Ω)) = kron r k • c l Ω - kron r l • c k Ω := by
    have := C.mixed r k (c l Ω)
    rw [C.single r l, map_smul] at this
    exact eq_sub_of_add_eq this
  rw [h1, map_sub, map_smul, map_smul, C.single s l, C.single s k, smul_smul, smul_smul,
    ← sub_smul]
```

## (d) The one-particle sector

Show that $a_iHa_k^\dagger\Omega=(E\delta_{ik}+h_{ik})\,\Omega$.

Two annihilators destroy a one-particle state, since $a_sa_ra_k^\dagger\Omega=\delta_{rk}a_s\Omega=0$, so the two-body term drops out. In the one-body term, $a_qa_k^\dagger\Omega=\delta_{qk}\Omega$ selects $q=k$:

$$Ha_k^\dagger\Omega=Ea_k^\dagger\Omega+\sum_ph_{pk}\,a_p^\dagger\Omega .$$

Applying $a_i$ turns the first term into $E\delta_{ik}\Omega$ and selects $p=i$ in the sum. In Lean, `e` evaluates the one-body sum over $q$, and `z` removes the two-body term.

```lean
/-- Applying the Hamiltonian to `c k Ω` and then removing a particle from mode `i` gives `(E δ_ik +
h_ik) Ω`. -/
theorem IsCAR.one_particle (C : IsCAR a c Ω) (i k : ι) :
    a i (hamiltonian a c E h v (c k Ω)) = (E * kron i k + h i k) • Ω := by
  have e : ∀ p, ∑ q, h p q • c p (a q (c k Ω)) = h p k • c p Ω := by
    intro p
    simp only [C.single, map_smul]
    simp [kron]
  -- two annihilators kill a one-particle state
  have z : ∀ r s, a s (a r (c k Ω)) = 0 := by
    intro r s
    rw [C.single, map_smul, C.vac, smul_zero]
  rw [hamiltonian_apply]
  simp only [e, z, map_zero, smul_zero, Finset.sum_const_zero, add_zero]
  simp only [map_add, map_sum, map_smul, C.single, add_smul, mul_smul]
  congr 1
  simp [kron]
```

## (e) The two-particle sector

Let $E=0$ and $h=0$. Show that $a_ja_iHa_k^\dagger a_l^\dagger\Omega=v_{ijkl}\,\Omega$.

By (c), the sum over $r$ and $s$ contains

$$\sum_{rs}v_{pqrs}(\delta_{rk}\delta_{sl}-\delta_{rl}\delta_{sk})=v_{pqkl}-v_{pqlk}=2v_{pqkl},$$

so $Ha_k^\dagger a_l^\dagger\Omega=\tfrac12\sum_{pq}v_{pqkl}\,a_p^\dagger a_q^\dagger\Omega$. Applying $a_ja_i$ and using (c) again gives

$$\tfrac12(v_{ijkl}-v_{jikl})\,\Omega=v_{ijkl}\,\Omega .$$

Each antisymmetry contributes a factor 2, and together they cancel the $\tfrac14$. If $k=l$ or $i=j$, both sides are zero. The helpers `s1` and `s2` carry out the two delta sums, and `hv.lower` and `hv.upper` combine the resulting pairs of terms.

```lean
/-- For a pure two-body Hamiltonian with antisymmetric coefficients, applying it to `c k (c l Ω)`
and then applying `a i` and `a j` gives `v_ijkl Ω`. -/
theorem IsCAR.two_particle (C : IsCAR a c Ω) (hv : Antisym v) (i j k l : ι) :
    a j (a i (hamiltonian a c 0 0 v (c k (c l Ω)))) = v i j k l • Ω := by
  have s1 : ∀ f : ι → ι → ℂ, ∑ r, ∑ s, f r s * (kron r k * kron s l - kron r l * kron s k)
      = f k l - f l k := by
    intro f
    simp [kron, mul_sub, Finset.sum_sub_distrib]
  have s2 : ∀ f : ι → ι → ℂ, ∑ p, ∑ q, f p q * (kron i p * kron j q - kron i q * kron j p)
      = f i j - f j i := by
    intro f
    simp [kron, mul_sub, Finset.sum_sub_distrib]
  -- antisymmetry in the last pair doubles the surviving term
  have e : ∀ p q, ∑ r, ∑ s, v p q r s • c p (c q (a s (a r (c k (c l Ω)))))
      = (2 * v p q k l) • c p (c q Ω) := by
    intro p q
    simp only [C.pair, map_smul, smul_smul, ← Finset.sum_smul]
    rw [s1 (fun r s => v p q r s), hv.lower p q k l]
    congr 1
    ring
  rw [hamiltonian_apply]
  simp only [zero_smul, Pi.zero_apply, Finset.sum_const_zero, zero_add, e]
  simp only [map_smul, map_sum, C.pair, smul_smul, ← Finset.sum_smul]
  -- antisymmetry in the first pair doubles it again
  rw [s2 (fun p q => 2 * v p q k l), hv.upper i j k l]
  congr 1
  ring
```

## (f) When the Hamiltonian is the zero operator

Suppose $H=0$, with $v$ antisymmetric in each pair. Show that

$$E=0,\qquad h_{pq}=0,\qquad v_{pqrs}=0\quad\text{for all }p,q,r,s.$$

Since $\|\Omega\|=1$, the vacuum is not the zero vector, and $z\Omega=0$ forces $z=0$. Every annihilator kills $\Omega$, so $0=H\Omega=E\Omega$ and $E=0$. Part (d) then gives $0=h_{ik}\Omega$, hence $h=0$. With both gone, (e) gives $0=v_{ijkl}\Omega$, hence $v=0$.

The Lean proof follows this order. Its local fact `cancel` removes $\Omega$, and each `obtain rfl` substitutes a coefficient already found to be zero.

```lean
/-- If a normal-ordered Hamiltonian with antisymmetric two-body coefficients is the zero
operator, then its constant, one-body and two-body coefficients all vanish. -/
theorem coefficients_eq_zero (C : IsCAR a c Ω) (hv : Antisym v)
    (H : hamiltonian a c E h v = 0) : E = 0 ∧ h = 0 ∧ v = 0 := by
  have ne : Ω ≠ 0 := by
    intro h0
    have := C.unit
    simp [h0] at this
  have cancel : ∀ z : ℂ, z • Ω = 0 → z = 0 := fun z hz =>
    (smul_eq_zero.mp hz).resolve_right ne
  -- vacuum, then one particle, then two particles
  obtain rfl : E = 0 := by
    apply cancel
    have := hamiltonian_apply (a := a) (c := c) (E := E) (h := h) (v := v) Ω
    simpa [H, C.vac] using this.symm
  obtain rfl : h = 0 := by
    funext i k
    apply cancel
    have := C.one_particle (E := 0) (h := h) (v := v) i k
    rw [H, LinearMap.zero_apply, map_zero, zero_mul, zero_add] at this
    exact this.symm
  refine ⟨rfl, rfl, ?_⟩
  funext i j k l
  apply cancel
  rw [← C.two_particle hv i j k l, H, LinearMap.zero_apply, map_zero, map_zero]
```

## (g) Two tables for one operator

Let $(E,h,v)$ and $(E',h',v')$ define the same operator, with $v$ and $v'$ both antisymmetric in each pair. Show that

$$E=E',\qquad h=h',\qquad v=v'.$$

The Hamiltonian is linear in its coefficients, so $(E-E',h-h',v-v')$ defines the zero operator. The difference $v-v'$ is again antisymmetric, and (f) applies. These two observations are `d` and `w` in the proof.

For a finite orthonormal spin-orbital basis, this means that two codes with the same modes, the same vacuum and the same Hamiltonian on the whole Fock space must agree on the constant, the one-body coefficients and the antisymmetrised two-body coefficients. Agreement at a single particle number $N$ is not enough: replacing $E$ by $E-N\lambda$ and $h_{pq}$ by $h_{pq}+\lambda\delta_{pq}$, with $\lambda\neq0$, changes the tables but not the action of $H$ on $N$-particle states.

```lean
/-- Two equal normal-ordered Hamiltonians with antisymmetric two-body coefficients have
the same coefficients. -/
theorem coefficients_unique (C : IsCAR a c Ω) {E' : ℂ} {h' : ι → ι → ℂ}
    {v' : ι → ι → ι → ι → ℂ} (hv : Antisym v) (hv' : Antisym v')
    (H : hamiltonian a c E h v = hamiltonian a c E' h' v') : E = E' ∧ h = h' ∧ v = v' := by
  have d : hamiltonian a c (E - E') (h - h') (v - v') = 0 := by
    rw [← sub_eq_zero.mpr H]
    simp only [hamiltonian, Pi.sub_apply, sub_smul, Finset.sum_sub_distrib, smul_sub]
    abel
  have w : Antisym (v - v') :=
    ⟨fun p q r s => by simp only [Pi.sub_apply, hv.upper p q r s, hv'.upper p q r s]; ring,
     fun p q r s => by simp only [Pi.sub_apply, hv.lower p q r s, hv'.lower p q r s]; ring⟩
  obtain ⟨h1, h2, h3⟩ := coefficients_eq_zero C w d
  exact ⟨sub_eq_zero.mp h1, sub_eq_zero.mp h2, sub_eq_zero.mp h3⟩
```

The same argument gives a neighbouring result. It evaluates the operator only on $\Omega$, $a_k^\dagger\Omega$ and $a_k^\dagger a_l^\dagger\Omega$, so two Hamiltonians of this form, both with antisymmetric two-body coefficients, that agree on those states have equal coefficients, and therefore agree on all of $V$.

## (h) Reading symmetry from the coefficients

With $v$ antisymmetric in each pair, show that $\langle Hx,y\rangle=\langle x,Hy\rangle$ for all $x,y$ if and only if

$$\overline E=E,\qquad \overline{h_{qp}}=h_{pq},\qquad \overline{v_{rspq}}=v_{pqrs}.$$

Taking adjoints reverses products and conjugates coefficients:

$$(a_p^\dagger a_q)^\dagger=a_q^\dagger a_p,\qquad (a_p^\dagger a_q^\dagger a_sa_r)^\dagger=a_r^\dagger a_s^\dagger a_qa_p .$$

After the summation labels are renamed, $H^\dagger$ has the original form with coefficients $\overline E$, $\overline{h_{qp}}$ and $\overline{v_{rspq}}$. If these equal the original ones, $H$ is symmetric. Conversely, if $H$ is symmetric, then $H^\dagger=H$. The new two-body coefficients are again antisymmetric, so (g) equates the two sets.

In Lean, `key` is the adjoint formula, `swap` exchanges the label pairs $(p,q)$ and $(r,s)$, and `ext_inner_left` turns equality of inner products into equality of operators.

```lean
/-- With antisymmetric two-body coefficients, the Hamiltonian is symmetric exactly when `E` is real,
`h` is Hermitian, and `v_pqrs` is the complex conjugate of `v_rspq`. -/
theorem isSymmetric_iff (C : IsCAR a c Ω) (hv : Antisym v) :
    (hamiltonian a c E h v).IsSymmetric ↔
      conj E = E ∧ (∀ p q, conj (h q p) = h p q) ∧
        ∀ p q r s, conj (v r s p q) = v p q r s := by
  have adj' : ∀ p x y, ⟪a p x, y⟫_ℂ = ⟪x, c p y⟫_ℂ := by
    intro p x y
    rw [← inner_conj_symm, ← C.adj, inner_conj_symm]
  have swap : ∀ F : ι → ι → ι → ι → ℂ,
      ∑ p, ∑ q, ∑ r, ∑ s, F p q r s = ∑ r, ∑ s, ∑ p, ∑ q, F p q r s := by
    intro F
    calc _ = ∑ p, ∑ r, ∑ q, ∑ s, F p q r s :=
          Finset.sum_congr rfl fun _ _ => Finset.sum_comm
      _ = ∑ r, ∑ p, ∑ q, ∑ s, F p q r s := Finset.sum_comm
      _ = ∑ r, ∑ p, ∑ s, ∑ q, F p q r s :=
          Finset.sum_congr rfl fun _ _ => Finset.sum_congr rfl fun _ _ => Finset.sum_comm
      _ = _ := Finset.sum_congr rfl fun _ _ => Finset.sum_comm
  have quarter : conj (1 / 4 : ℂ) = 1 / 4 :=
    Complex.conj_eq_iff_real.mpr ⟨1 / 4, by norm_num⟩
  -- the adjoint Hamiltonian has conjugated, transposed coefficients
  have key : ∀ x y, ⟪hamiltonian a c E h v x, y⟫_ℂ = ⟪x, hamiltonian a c (conj E)
      (fun p q => conj (h q p)) (fun p q r s => conj (v r s p q)) y⟫_ℂ := by
    intro x y
    rw [hamiltonian_apply, hamiltonian_apply]
    simp only [inner_add_left, inner_add_right, sum_inner, inner_sum, inner_smul_left,
      inner_smul_right, C.adj, adj', quarter]
    congr 1
    · congr 1
      exact Finset.sum_comm
    · congr 1
      exact swap _
  constructor
  · intro hs
    have w : Antisym (fun p q r s => conj (v r s p q)) :=
      ⟨fun p q r s => by simp only [hv.lower r s p q, map_neg],
       fun p q r s => by simp only [hv.upper r s p q, map_neg]⟩
    have eq := LinearMap.ext fun y => ext_inner_left ℂ fun x => (key x y).symm.trans (hs x y)
    obtain ⟨h1, h2, h3⟩ := coefficients_unique C w hv eq
    exact ⟨h1, fun p q => congrFun (congrFun h2 p) q,
      fun p q r s => congrFun (congrFun (congrFun (congrFun h3 p) q) r) s⟩
  · rintro ⟨h1, h2, h3⟩ x y
    rw [key]
    simp only [h1, h2, h3]
```

## (i) Coefficients symmetric in the last pair

Now let $v_{pqsr}=v_{pqrs}$, without the earlier antisymmetry. Show that

$$\tfrac14\sum_{pqrs}v_{pqrs}\,a_p^\dagger a_q^\dagger a_sa_r=0 .$$

Fix $p,q$ and put $S=\sum_{rs}v_{pqrs}\,a_sa_r$. Exchanging the names $r$ and $s$, then using the symmetry of $v$ and the anticommutator, gives

$$S=\sum_{rs}v_{pqsr}\,a_ra_s=\sum_{rs}v_{pqrs}\,a_ra_s=-S,$$

so $S=0$. With at least one mode, setting every $v_{pqrs}$ to 1 gives a nonzero table for the zero operator. This is a hidden difference of the kind that the antisymmetry condition in (f) excludes.

The Lean proof runs this argument on the vector $a_p^\dagger a_q^\dagger Sx$ for each state $x$, and shows in two steps that twice this vector is zero: `t` uses the anticommutator and `u` exchanges the sums.

```lean
/-- Two-body coefficients symmetric in the last pair of labels give the zero operator. -/
theorem symmetric_part_vanishes (C : IsCAR a c Ω) (hv : ∀ p q r s, v p q s r = v p q r s) :
    hamiltonian a c 0 0 v = 0 := by
  ext x
  have e : ∀ p q, ∑ r, ∑ s, v p q r s • c p (c q (a s (a r x))) = 0 := by
    intro p q
    -- exchanging the summation labels shows that twice the sum is zero
    have t : ∑ r, ∑ s, v p q r s • c p (c q (a s (a r x)))
        + ∑ r, ∑ s, v p q s r • c p (c q (a r (a s x))) = 0 := by
      simp only [← Finset.sum_add_distrib]
      refine Finset.sum_eq_zero fun r _ => Finset.sum_eq_zero fun s _ => ?_
      rw [hv p q r s, ← smul_add, ← map_add, ← map_add, C.anti, map_zero, map_zero, smul_zero]
    have u : ∑ r, ∑ s, v p q s r • c p (c q (a r (a s x)))
        = ∑ r, ∑ s, v p q r s • c p (c q (a s (a r x))) := Finset.sum_comm
    rw [u, ← two_smul ℂ] at t
    exact (smul_eq_zero.mp t).resolve_left two_ne_zero
  rw [hamiltonian_apply]
  simp [e]
```

## (j) Two modes on a four-dimensional space

Find operators on $\mathbb C^4$ that satisfy all the relations in `IsCAR` for two modes.

Number the modes and the basis vectors from 0. Let $e_0$ be the vacuum, $e_1$ and $e_2$ the states with only mode 0 or only mode 1 occupied, and $e_3$ the doubly occupied state. The function `act` turns a matrix into an operator on this space.

```lean
/-- The operator on `ℂ⁴` given by a matrix. -/
def act (M : Matrix (Fin 4) (Fin 4) ℂ) : Module.End ℂ (EuclideanSpace ℂ (Fin 4)) where
  toFun x := WithLp.toLp 2 (M *ᵥ x.ofLp)
  map_add' x y := by simp [Matrix.mulVec_add]
  map_smul' z x := by simp [Matrix.mulVec_smul]
```

Take the Jordan–Wigner choice

$$a_0e_1=e_0,\quad a_0e_3=e_2,\qquad a_1e_2=e_0,\quad a_1e_3=-e_1,$$

with all other images zero.

```lean
/-- The Jordan–Wigner annihilation matrices of two modes. -/
def jw : Fin 2 → Matrix (Fin 4) (Fin 4) ℂ :=
  ![!![0, 1, 0, 0; 0, 0, 0, 0; 0, 0, 0, 1; 0, 0, 0, 0],
    !![0, 0, 1, 0; 0, 0, 0, -1; 0, 0, 0, 0; 0, 0, 0, 0]]
```

The creators are the conjugate transposes:

$$a_0^\dagger e_0=e_1,\quad a_0^\dagger e_2=e_3,\qquad a_1^\dagger e_0=e_2,\quad a_1^\dagger e_1=-e_3 .$$

Each $a_p$ squares to zero. On $e_3$, $a_0a_1$ gives $-e_0$ and $a_1a_0$ gives $e_0$; both products vanish on the other basis vectors, so $\{a_0,a_1\}=0$. For each mode, $a_p^\dagger a_p$ is the projector onto the states where it is occupied and $a_pa_p^\dagger$ the projector onto those where it is empty, so they add to 1. In $\{a_0,a_1^\dagger\}$ only $e_1$ gives nonzero terms, $-e_2+e_2=0$, and the adjoint relation gives $\{a_1,a_0^\dagger\}=0$. Finally, $e_0$ has norm 1 and both annihilators kill it.

Lean makes the same check by components: `fin_cases` lists the modes and vector entries, and `simp` evaluates the matrix products.

```lean
/-- The two Jordan–Wigner modes on `ℂ⁴`, with the first basis vector as vacuum, satisfy
all the relations required of fermionic modes. -/
theorem isCAR_witness : IsCAR (fun p => act (jw p)) (fun p => act (jw p)ᴴ)
    (EuclideanSpace.single 0 1) where
  adj p x y := by
    fin_cases p <;> simp [act, jw, PiLp.inner_apply, Matrix.mulVec, dotProduct,
      Fin.sum_univ_four]
  anti p q x := by
    ext i
    fin_cases p <;> fin_cases q <;> fin_cases i <;>
      simp [act, jw, dotProduct, Fin.sum_univ_four]
  mixed p q x := by
    ext i
    fin_cases p <;> fin_cases q <;> fin_cases i <;>
      simp [act, jw, kron, Matrix.mulVec, dotProduct, Fin.sum_univ_four]
  vac p := by
    ext i
    fin_cases p <;> fin_cases i <;>
      simp [act, jw, dotProduct, Fin.sum_univ_four]
  unit := by simp

end

end HamiltonianUniqueness
```

```lean
#print axioms HamiltonianUniqueness.coefficients_eq_zero
#print axioms HamiltonianUniqueness.isSymmetric_iff
#print axioms HamiltonianUniqueness.symmetric_part_vanishes
```

```
'HamiltonianUniqueness.coefficients_eq_zero' depends on axioms: [propext, Classical.choice, Quot.sound]
'HamiltonianUniqueness.isSymmetric_iff' depends on axioms: [propext, Classical.choice, Quot.sound]
'HamiltonianUniqueness.symmetric_part_vanishes' depends on axioms: [propext, Classical.choice, Quot.sound]
```
